# Fuchs–van de Graaf bounds for commuting states in finite dimension

Suppose two states have fidelity 0.99, and someone concludes that no measurement can separate their outcome probabilities by more than 0.01. The conclusion can be wrong by a factor of fourteen: there are two commuting qubit states with that fidelity for which one outcome differs in probability by 0.14. Fidelity measures overlap, trace distance measures the largest difference in the probability of any event, and converting one into the other takes an inequality.

Let $\rho$ and $\sigma$ be commuting density operators on a finite-dimensional space, with eigenvalues $p_i$ and $q_i$ in a common orthonormal eigenbasis. Their fidelity and trace distance are

$$F=\operatorname{tr}\sqrt{\sqrt\rho\,\sigma\sqrt\rho}=\sum_i\sqrt{p_iq_i},\qquad D=\tfrac12\operatorname{tr}|\rho-\sigma|=\tfrac12\sum_i|p_i-q_i|,$$

and they satisfy

$$1-F\le D\le\sqrt{1-F^2}.$$

Here, and for the value 0.99 above, fidelity means this $F$, also called the root fidelity; many texts use the word fidelity for $F^2$ instead. The bounds apply, for instance, to thermal states of one finite-level Hamiltonian at two temperatures. The same inequalities are known for non-commuting states, but there the two states have no common eigenbasis, and passing to lists of probabilities takes further facts about measurements, which are not proved here.

## Probabilities, overlap and distance

The index $i$ runs over a finite type `n`, which labels the common eigenvectors, or equally the outcomes of a measurement in that basis.

```lean
import Mathlib

open Matrix
open scoped ComplexOrder

namespace CommutingFuchsVanDeGraaf

noncomputable section

variable {n : Type*} [Fintype n]
```

The eigenvalues of a density operator are nonnegative and sum to one. `IsProb p` states these two properties.

```lean
/-- A probability vector: nonnegative entries that sum to one. -/
structure IsProb (p : n → ℝ) : Prop where
  nonneg : ∀ i, 0 ≤ p i
  sum_one : ∑ i, p i = 1
```

The fidelity of the two lists is $F=\sum_i\sqrt{p_iq_i}$.

```lean
/-- The fidelity `F = ∑ √(p_i q_i)` of two probability vectors. -/
def fidelity (p q : n → ℝ) : ℝ := ∑ i, √(p i * q i)
```

The trace distance carries the factor $\tfrac12$, so that it lies between 0 and 1 for probability vectors.

```lean
/-- The trace distance `D = (1/2) ∑ |p_i - q_i|` of two probability vectors. -/
def traceDist (p q : n → ℝ) : ℝ := 1 / 2 * ∑ i, |p i - q i|
```

## Operators in a common eigenbasis

An operator with real eigenvalues $f_i$ and eigenvectors given by the columns of a unitary $U$ is $U\operatorname{diag}(f)\,U^\dagger$. In Lean this is `op U f`, so $\rho$ is `op U p` and $\sigma$ is `op U q`. Sharing one `U` is how the model expresses commutation. The step from $\rho\sigma=\sigma\rho$ to such a `U` is the simultaneous diagonalisation of commuting Hermitian matrices, a standard theorem that is taken as the starting point here.

```lean
/-- The operator `U diag(f) U†`, with real eigenvalues `f` in the basis formed by the
columns of `U` when `U` is unitary. -/
def op [DecidableEq n] (U : Matrix n n ℂ) (f : n → ℝ) : Matrix n n ℂ :=
  U * diagonal (fun i => (f i : ℂ)) * Uᴴ
```

Since $U^\dagger U=1$, the inner factors cancel in a product:

$$U\operatorname{diag}(f)\,U^\dagger U\operatorname{diag}(g)\,U^\dagger=U\operatorname{diag}(fg)\,U^\dagger .$$

The hypothesis `hU` is this unitarity condition; for a square matrix it also gives $UU^\dagger=1$.

```lean
/-- Operators with a common orthonormal eigenbasis multiply eigenvalue by eigenvalue. -/
theorem op_mul [DecidableEq n] {U : Matrix n n ℂ} (hU : Uᴴ * U = 1) (f g : n → ℝ) :
    op U f * op U g = op U (fun i => f i * g i) := by
  calc op U f * op U g
      = U * diagonal (fun i => (f i : ℂ)) * (Uᴴ * U) * diagonal (fun i => (g i : ℂ)) * Uᴴ := by
        simp only [op, Matrix.mul_assoc]
    _ = op U (fun i => f i * g i) := by
        rw [hU, Matrix.mul_one, Matrix.mul_assoc U, diagonal_mul_diagonal]
        simp only [op, Complex.ofReal_mul]
```

By cyclicity, $\operatorname{tr}(U\operatorname{diag}(f)\,U^\dagger)=\operatorname{tr}(U^\dagger U\operatorname{diag}(f))=\sum_if_i$. The trace of a complex matrix is a complex number, so the real sum appears on the right as a complex one.

```lean
/-- For unitary `U`, the trace of `U diag(f) U†` is the sum of the entries of `f`. -/
theorem op_trace [DecidableEq n] {U : Matrix n n ℂ} (hU : Uᴴ * U = 1) (f : n → ℝ) :
    (op U f).trace = ((∑ i, f i : ℝ) : ℂ) := by
  rw [op, Matrix.trace_mul_comm, ← Matrix.mul_assoc, hU, Matrix.one_mul, trace_diagonal]
  push_cast
  rfl
```

If every $f_i\ge0$, then for any vector $v$

$$v^\dagger U\operatorname{diag}(f)\,U^\dagger v=\sum_i f_i\,|(U^\dagger v)_i|^2\ge0 .$$

This holds for any square $U$, and the lemma accordingly has no unitarity hypothesis.

```lean
/-- If all entries of `f` are nonnegative, then `U diag(f) U†` is positive semidefinite. -/
theorem op_posSemidef [DecidableEq n] (U : Matrix n n ℂ) {f : n → ℝ} (hf : ∀ i, 0 ≤ f i) :
    (op U f).PosSemidef := by
  have h : (diagonal (fun i => (f i : ℂ))).PosSemidef :=
    Matrix.PosSemidef.diagonal (fun i => Complex.zero_le_real.mpr (hf i))
  exact h.mul_mul_conjTranspose_same U
```

## From the operator formulas to the sums

Set $R=U\operatorname{diag}(\sqrt{p})\,U^\dagger$. It is positive and $R^2=\rho$, so $R=\sqrt\rho$. The operator $R\sigma R$ has eigenvalues $\sqrt{p_i}\,q_i\sqrt{p_i}=p_iq_i$. Its positive root is therefore $T=U\operatorname{diag}(\sqrt{pq})\,U^\dagger$, with trace $\sum_i\sqrt{p_iq_i}=F$.

The theorem states exactly these facts: `R` and `T` are positive semidefinite, their squares are $\rho$ and $R\sigma R$, and `T` has trace $F$. Calling them *the* roots uses the uniqueness of positive square roots. In the proof, `op_mul` turns each operator equation into one between eigenvalues, which follows from $\sqrt{x}\sqrt{x}=x$ for $x=p_i$ and, in the second equation, also for $x=p_iq_i$.

```lean
/-- For states `ρ`, `σ` with eigenvalues `p`, `q` in a common orthonormal eigenbasis, the
positive square root of `√ρ σ √ρ` has trace `F(p, q)`. -/
theorem fidelity_of_commuting [DecidableEq n] {U : Matrix n n ℂ} (hU : Uᴴ * U = 1)
    {p q : n → ℝ} (hp : IsProb p) (hq : IsProb q) :
    let R := op U (fun i => √(p i))
    let T := op U (fun i => √(p i * q i))
    R.PosSemidef ∧ R * R = op U p ∧
      T.PosSemidef ∧ T * T = R * op U q * R ∧ T.trace = (fidelity p q : ℂ) := by
  intro R T
  refine ⟨op_posSemidef U fun i => Real.sqrt_nonneg _, ?_,
    op_posSemidef U fun i => Real.sqrt_nonneg _, ?_, op_trace hU _⟩
  · simp only [R, op_mul hU]
    exact congrArg (op U) (funext fun i => Real.mul_self_sqrt (hp.nonneg i))
  · simp only [R, T, op_mul hU]
    refine congrArg (op U) (funext fun i => ?_)
    rw [Real.mul_self_sqrt (mul_nonneg (hp.nonneg i) (hq.nonneg i))]
    linear_combination (-q i) * Real.mul_self_sqrt (hp.nonneg i)
```

The trace distance is treated in the same way. The difference $\rho-\sigma$ has eigenvalues $p_i-q_i$, its square has eigenvalues $(p_i-q_i)^2$, and the positive root $|\rho-\sigma|$ has eigenvalues $|p_i-q_i|$. Its trace is $2D$. Normalisation plays no role, so `p` and `q` may be any real lists.

```lean
/-- For two operators `ρ`, `σ` with real eigenvalues `p`, `q` in a common orthonormal
eigenbasis, the positive square root of `(ρ - σ)²` has trace `2 D(p, q)`. -/
theorem traceDist_of_commuting [DecidableEq n] {U : Matrix n n ℂ} (hU : Uᴴ * U = 1)
    (p q : n → ℝ) :
    let A := op U (fun i => |p i - q i|)
    A.PosSemidef ∧ A * A = (op U p - op U q) * (op U p - op U q) ∧
      A.trace = ((2 * traceDist p q : ℝ) : ℂ) := by
  intro A
  have hsub : op U p - op U q = op U (fun i => p i - q i) := by
    unfold op
    rw [← Matrix.sub_mul, ← Matrix.mul_sub, diagonal_sub]
    simp only [Complex.ofReal_sub]
  refine ⟨op_posSemidef U fun i => abs_nonneg _, ?_, ?_⟩
  · rw [hsub]
    simp only [A, op_mul hU, abs_mul_abs_self]
  · rw [op_trace hU]
    refine congrArg Complex.ofReal ?_
    unfold traceDist
    ring
```

## The geometric mean is at least the smaller weight

Take $x,y\ge0$ with $x\le y$. Then $x^2\le xy$, so $x\le\sqrt{xy}$ and

$$x+y-2\sqrt{xy}\le x+y-2x=y-x=|x-y| .$$

The case $y\le x$ is the same with the letters exchanged. Equality for $x\le y$ forces $\sqrt{xy}=x$, hence $x(x-y)=0$, so $x=0$ or $x=y$; the other ordering gives $y=0$ or $x=y$. Conversely, both sides are $0$ when $x=y$, both are $y$ when $x=0$, and both are $x$ when $y=0$.

The proof splits on the ordering with `le_total`, and `Real.abs_le_sqrt` takes the step from $x^2\le xy$ to $x\le\sqrt{xy}$.

```lean
/-- For nonnegative weights, `x + y - 2√(xy)` is at most `|x - y|`, with equality exactly
when the weights agree or one of them vanishes. -/
theorem pointwise_bound {x y : ℝ} (hx : 0 ≤ x) (hy : 0 ≤ y) :
    x + y - 2 * √(x * y) ≤ |x - y| ∧
      (x + y - 2 * √(x * y) = |x - y| ↔ x = y ∨ x = 0 ∨ y = 0) := by
  have hs := Real.mul_self_sqrt (mul_nonneg hx hy)
  constructor
  · -- the geometric mean is at least the smaller weight
    rcases le_total x y with h | h
    · have h1 : x ≤ √(x * y) := (le_abs_self x).trans (Real.abs_le_sqrt (by nlinarith))
      rw [abs_of_nonpos (by linarith)]
      linarith
    · have h1 : y ≤ √(x * y) := (le_abs_self y).trans (Real.abs_le_sqrt (by nlinarith))
      rw [abs_of_nonneg (by linarith)]
      linarith
  · constructor
    · intro he
      rcases le_total x y with h | h
      · rw [abs_of_nonpos (by linarith)] at he
        have h1 : √(x * y) = x := by linarith
        rw [h1] at hs
        have h2 : x * (x - y) = 0 := by linarith
        rcases mul_eq_zero.mp h2 with h3 | h3
        · exact Or.inr (Or.inl h3)
        · exact Or.inl (by linarith)
      · rw [abs_of_nonneg (by linarith)] at he
        have h1 : √(x * y) = y := by linarith
        rw [h1] at hs
        have h2 : y * (x - y) = 0 := by linarith
        rcases mul_eq_zero.mp h2 with h3 | h3
        · exact Or.inr (Or.inr h3)
        · exact Or.inl (by linarith)
    · rintro (h | h | h)
      · rw [h, Real.sqrt_mul_self hy, sub_self, abs_zero]
        ring
      · rw [h, zero_mul, Real.sqrt_zero, zero_sub, abs_neg, abs_of_nonneg hy]
        ring
      · rw [h, mul_zero, Real.sqrt_zero, sub_zero, abs_of_nonneg hx]
        ring
```

## Cauchy–Schwarz gives $D^2+F^2\le1$

Factor each term as $|p_i-q_i|=|\sqrt{p_i}-\sqrt{q_i}|\,(\sqrt{p_i}+\sqrt{q_i})$. Expanding the squares and using normalisation,

$$\sum_i(\sqrt{p_i}\mp\sqrt{q_i})^2=\sum_i\left(p_i+q_i\mp2\sqrt{p_iq_i}\right)=2\mp2F .$$

Cauchy–Schwarz then gives

$$(2D)^2=\Big(\sum_i|p_i-q_i|\Big)^2\le(2-2F)(2+2F)=4-4F^2 ,$$

and division by 4 gives $D^2+F^2\le1$. In the Lean proof `h` is the Cauchy–Schwarz inequality, `h1` the factorisation, and `h2` and `h3` the two sums.

```lean
/-- Fidelity and trace distance of two probability vectors satisfy `D² + F² ≤ 1`. -/
theorem traceDist_sq_add_fidelity_sq_le {p q : n → ℝ} (hp : IsProb p) (hq : IsProb q) :
    traceDist p q ^ 2 + fidelity p q ^ 2 ≤ 1 := by
  -- Cauchy-Schwarz for the factors of |p - q| = |√p - √q| (√p + √q)
  have h := Finset.sum_mul_sq_le_sq_mul_sq Finset.univ
    (fun i => |√(p i) - √(q i)|) (fun i => √(p i) + √(q i))
  have h1 : ∀ i, |√(p i) - √(q i)| * (√(p i) + √(q i)) = |p i - q i| := by
    intro i
    have h0 : 0 ≤ √(p i) + √(q i) := by positivity
    calc |√(p i) - √(q i)| * (√(p i) + √(q i))
        = |(√(p i) - √(q i)) * (√(p i) + √(q i))| := by rw [abs_mul, abs_of_nonneg h0]
      _ = |p i - q i| := congrArg _ (by
          linear_combination Real.mul_self_sqrt (hp.nonneg i) - Real.mul_self_sqrt (hq.nonneg i))
  have h2 : ∑ i, |√(p i) - √(q i)| ^ 2 = 2 - 2 * fidelity p q := by
    calc ∑ i, |√(p i) - √(q i)| ^ 2 = ∑ i, (p i + q i - 2 * √(p i * q i)) :=
          Finset.sum_congr rfl fun i _ => by
            rw [sq_abs, Real.sqrt_mul (hp.nonneg i)]
            linear_combination Real.mul_self_sqrt (hp.nonneg i) + Real.mul_self_sqrt (hq.nonneg i)
      _ = 2 - 2 * fidelity p q := by
          rw [Finset.sum_sub_distrib, Finset.sum_add_distrib, ← Finset.mul_sum,
            hp.sum_one, hq.sum_one, fidelity]
          ring
  have h3 : ∑ i, (√(p i) + √(q i)) ^ 2 = 2 + 2 * fidelity p q := by
    calc ∑ i, (√(p i) + √(q i)) ^ 2 = ∑ i, (p i + q i + 2 * √(p i * q i)) :=
          Finset.sum_congr rfl fun i _ => by
            rw [Real.sqrt_mul (hp.nonneg i)]
            linear_combination Real.mul_self_sqrt (hp.nonneg i) + Real.mul_self_sqrt (hq.nonneg i)
      _ = 2 + 2 * fidelity p q := by
          rw [Finset.sum_add_distrib, Finset.sum_add_distrib, ← Finset.mul_sum,
            hp.sum_one, hq.sum_one, fidelity]
          ring
  simp only [h1] at h
  rw [h2, h3] at h
  unfold traceDist
  nlinarith [h]
```

## Both bounds

For the lower bound, put $x=p_i$, $y=q_i$ in the pointwise inequality and sum over $i$. The left side becomes $1+1-2F$ and the right side $2D$, so $1-F\le D$.

For the upper bound, $D^2\le1-F^2$. Since $D^2\ge0$, the quantity under the root is nonnegative, and taking roots gives $D\le\sqrt{1-F^2}$.

The theorem is stated for probability vectors; the two trace formulas above carry it over to $\rho$ and $\sigma$.

```lean
/-- Fuchs-van de Graaf bounds for probability vectors: `1 - F ≤ D ≤ √(1 - F²)`. -/
theorem fuchs_van_de_graaf {p q : n → ℝ} (hp : IsProb p) (hq : IsProb q) :
    1 - fidelity p q ≤ traceDist p q ∧ traceDist p q ≤ √(1 - fidelity p q ^ 2) := by
  constructor
  · have h := Finset.sum_le_sum fun i (_ : i ∈ Finset.univ) =>
      (pointwise_bound (hp.nonneg i) (hq.nonneg i)).1
    rw [Finset.sum_sub_distrib, Finset.sum_add_distrib, ← Finset.mul_sum,
      hp.sum_one, hq.sum_one] at h
    unfold fidelity traceDist
    linarith
  · have h := traceDist_sq_add_fidelity_sq_le hp hq
    exact (le_abs_self _).trans (Real.abs_le_sqrt (by linarith))
```

## When $D=1-F$

The lower bound is a sum of termwise inequalities, so it is an equality exactly when every term is. By the equality case above, this means that for each $i$ either $p_i=q_i$, or $p_i=0$, or $q_i=0$.

An example is $p=(1-\varepsilon,\varepsilon,0)$ and $q=(1-\varepsilon,0,\varepsilon)$ with $0\le\varepsilon\le1$: two states that agree except that a population $\varepsilon$ sits in different levels. Here $F=1-\varepsilon$ and $D=\varepsilon$.

```lean
/-- For probability vectors, `D = 1 - F` holds exactly when at each outcome the two
probabilities agree or one of them vanishes. -/
theorem lower_bound_eq_iff {p q : n → ℝ} (hp : IsProb p) (hq : IsProb q) :
    traceDist p q = 1 - fidelity p q ↔ ∀ i, p i = q i ∨ p i = 0 ∨ q i = 0 := by
  have h := Finset.sum_eq_sum_iff_of_le fun i (_ : i ∈ Finset.univ) =>
    (pointwise_bound (hp.nonneg i) (hq.nonneg i)).1
  rw [Finset.sum_sub_distrib, Finset.sum_add_distrib, ← Finset.mul_sum,
    hp.sum_one, hq.sum_one] at h
  have h1 : traceDist p q = 1 - fidelity p q ↔
      1 + 1 - 2 * ∑ i, √(p i * q i) = ∑ i, |p i - q i| := by
    unfold traceDist fidelity
    constructor <;> intro h <;> linarith
  rw [h1, h]
  exact ⟨fun H i => (pointwise_bound (hp.nonneg i) (hq.nonneg i)).2.mp (H i (Finset.mem_univ i)),
    fun H i _ => (pointwise_bound (hp.nonneg i) (hq.nonneg i)).2.mpr (H i)⟩
```

## A two-level pair with $D=\sqrt{1-F^2}$

Let $p=(a,1-a)$ and $q=(1-a,a)$ with $0\le a\le1$. Then

$$F=2\sqrt{a(1-a)},\qquad D=\tfrac12\left(|2a-1|+|1-2a|\right)=|2a-1|,$$

and $1-F^2=1-4a+4a^2=(2a-1)^2=D^2$. As $a$ runs from $0$ to $\tfrac12$, $F$ takes every value from 0 to 1, so no smaller function of $F$ alone can serve as an upper bound for all such pairs. At $F=0.99$ the distance is $\sqrt{0.0199}\approx0.14$, the value quoted at the start.

In Lean, `![a, 1 - a]` is the vector with these two entries; `hF` and `hD` are the two formulas just computed.

```lean
/-- The two-level distributions `(a, 1 - a)` and `(1 - a, a)` with `0 ≤ a ≤ 1` attain the
upper bound `D = √(1 - F²)`. -/
theorem upper_bound_attained {a : ℝ} (h0 : 0 ≤ a) (h1 : a ≤ 1) :
    traceDist ![a, 1 - a] ![1 - a, a] = √(1 - fidelity ![a, 1 - a] ![1 - a, a] ^ 2) := by
  have hF : fidelity ![a, 1 - a] ![1 - a, a] = 2 * √(a * (1 - a)) := by
    simp only [fidelity, Fin.sum_univ_two, Matrix.cons_val_zero, Matrix.cons_val_one]
    rw [mul_comm (1 - a) a]
    ring
  have hD : traceDist ![a, 1 - a] ![1 - a, a] = |2 * a - 1| := by
    simp only [traceDist, Fin.sum_univ_two, Matrix.cons_val_zero, Matrix.cons_val_one]
    rw [abs_sub_comm (1 - a) a, show a - (1 - a) = 2 * a - 1 by ring]
    ring
  rw [hF, hD, ← Real.sqrt_sq_eq_abs, mul_pow,
    Real.sq_sqrt (mul_nonneg h0 (sub_nonneg.mpr h1))]
  exact congrArg Real.sqrt (by ring)

end

end CommutingFuchsVanDeGraaf
```

```lean
#print axioms CommutingFuchsVanDeGraaf.fidelity_of_commuting
#print axioms CommutingFuchsVanDeGraaf.fuchs_van_de_graaf
#print axioms CommutingFuchsVanDeGraaf.lower_bound_eq_iff
#print axioms CommutingFuchsVanDeGraaf.upper_bound_attained
```

```
'CommutingFuchsVanDeGraaf.fidelity_of_commuting' depends on axioms: [propext, Classical.choice, Quot.sound]
'CommutingFuchsVanDeGraaf.fuchs_van_de_graaf' depends on axioms: [propext, Classical.choice, Quot.sound]
'CommutingFuchsVanDeGraaf.lower_bound_eq_iff' depends on axioms: [propext, Classical.choice, Quot.sound]
'CommutingFuchsVanDeGraaf.upper_bound_attained' depends on axioms: [propext, Classical.choice, Quot.sound]
```

## Unequal prior probabilities

Suppose $\rho$ is prepared with probability $w$ and $\sigma$ with probability $1-w$, and a measurement has to decide which. The smallest error probability is

$$P_{\rm err}=\tfrac12\Big(1-\sum_i|w\,p_i-(1-w)\,q_i|\Big).$$

The pointwise inequality and Cauchy–Schwarz, applied to the weights $w\,p_i$ and $(1-w)\,q_i$ in place of $p_i$ and $q_i$, give

$$\tfrac12\left(1-\sqrt{1-4w(1-w)F^2}\right)\le P_{\rm err}\le\sqrt{w(1-w)}\,F .$$

At $w=\tfrac12$ these are the two bounds on $D$ again, since then $P_{\rm err}=(1-D)/2$. This weighted version is argued in prose alone and has no Lean proof above.
